# Velocity Verlet with nonzero variable steps: the three-point position recurrence and its converse

A molecular dynamics run meets a close atomic collision, shortens its time step, and lengthens it again afterwards. A trajectory file that stores every step then holds positions at unequally spaced times, and the constant-step relation between three successive positions no longer applies where the step changes. For velocity Verlet in exact arithmetic, with an acceleration that depends on position only, an exact relation replaces it.

## The recurrence

Let $x_n$ and $v_n$ be position and velocity after $n$ steps, as vectors in a real vector space $V$ holding all coordinates. Let $a(x)$ be the acceleration (force divided by mass, coordinate by coordinate), $a_n = a(x_n)$, and $h_n$ the length of the step from $n$ to $n+1$. Velocity Verlet reads

$$x_{n+1} = x_n + h_n v_n + \tfrac{h_n^2}{2} a_n, \qquad v_{n+1} = v_n + \tfrac{h_n}{2}(a_n + a_{n+1}).$$

Define the divided difference $D_n = (x_{n+1}-x_n)/h_n$. If $h_n \neq 0$ and $h_{n+1} \neq 0$, then for every $n \ge 0$

$$D_{n+1} - D_n = \frac{h_{n+1}+h_n}{2}\, a_{n+1}.$$

The weight is the time between the midpoints of the two steps.

## Position-only updates, recovered velocities and restarts

A code that propagates positions only, or midpoint velocities $D_n$, produces the velocity Verlet positions across a step change if it uses this weight and starts consistently. An analysis tool can recover $v_{n+1}$ from $x_n$, $x_{n+1}$, $x_{n+2}$ and the two step lengths, provided that the file stores every step. A velocity Verlet run restarted from the earlier of two successive positions passes through the later one if it starts with the velocity $U_0$ given below. In Born–Oppenheimer dynamics the theorems below apply as stated when the force is a single-valued function of the nuclear positions; a force carrying memory of earlier electronic guesses is not of the form $a(x)$.

## Eliminating the velocity

The position update is $x_{n+1}-x_n = h_n\left(v_n + \tfrac{h_n}{2}a_n\right)$. Dividing by $h_n \ne 0$ gives the forward form

$$D_n = v_n + \tfrac{h_n}{2} a_n .$$

The velocity update gives $v_n = v_{n+1} - \tfrac{h_n}{2}(a_n + a_{n+1})$. Substituting this cancels $a_n$ and leaves the backward form

$$D_n = v_{n+1} - \tfrac{h_n}{2} a_{n+1} .$$

Subtracting the backward form at $n$ from the forward form at $n+1$ removes $v_{n+1}$ and gives the recurrence.

Inserting $v_{n+1} = D_n + \tfrac{h_n}{2}a_{n+1}$ into the position update for step $n+1$ gives, with only $h_n \neq 0$,

$$x_{n+2} = x_{n+1} + \frac{h_{n+1}}{h_n}(x_{n+1}-x_n) + \frac{h_{n+1}(h_{n+1}+h_n)}{2}\, a_{n+1}.$$

In $h_n D_{n+1} + h_{n+1} D_n$ the terms $\pm\tfrac12 h_n h_{n+1} a_{n+1}$ cancel, so for $h_n$, $h_{n+1}$ and $h_n + h_{n+1}$ nonzero

$$v_{n+1} = \frac{h_n D_{n+1} + h_{n+1} D_n}{h_n + h_{n+1}} .$$

With all steps nonzero, summing the recurrence over the first $N$ indices gives $D_N - D_0 = \sum_{k<N} \tfrac{h_{k+1}+h_k}{2} a_{k+1}$, both sides being zero at $N=0$.

Conversely, let $x_n$ be any solution of the recurrence with nonzero steps, and start Verlet from position $X_0 = x_0$ and velocity $U_0 = D_0 - \tfrac{h_0}{2}a_0$, calling its later values $X_n$, $U_n$. Suppose $X_n = x_n$ and $U_n = D_n - \tfrac{h_n}{2}a_n$. In the position update the terms $\mp\tfrac{h_n^2}{2}a_n$ cancel, so $X_{n+1} = x_n + h_n D_n = x_{n+1}$. The velocity update gives $U_{n+1} = D_n + \tfrac{h_n}{2}a_{n+1}$, which the recurrence turns into $D_{n+1} - \tfrac{h_{n+1}}{2}a_{n+1}$. Induction completes the argument.

For a constant acceleration $g$, a uniform field, let $t_n = h_0 + \dots + h_{n-1}$ with $t_0 = 0$. If $x_n = x_0 + t_n v_0 + \tfrac{t_n^2}{2} g$ and $v_n = v_0 + t_n g$, one step adds $h_n v_0 + \left(t_n h_n + \tfrac{h_n^2}{2}\right) g$ to the position and $h_n g$ to the velocity, which reproduces both formulas at $t_n + h_n$. No division occurs, so the steps are arbitrary.

## Equal steps and a worked oscillator

For $h_n = h_{n+1} = h \neq 0$ the update becomes $x_{n+2} = 2x_{n+1} - x_n + h^2 a_{n+1}$ and the velocity becomes $(x_{n+2}-x_n)/(2h)$.

Take $V = \mathbb{R}$, $a(x) = -x$, $x_0 = 1$, $v_0 = 0$, $h_0 = \tfrac12$, $h_1 = 1$. Then $x_1 = \tfrac78$, $v_1 = \tfrac14\left(-1-\tfrac78\right) = -\tfrac{15}{32}$ and $x_2 = \tfrac78 - \tfrac{15}{32} - \tfrac{7}{16} = -\tfrac1{32}$. Hence $D_0 = -\tfrac14$, $D_1 = -\tfrac{29}{32}$, and $D_1 - D_0 = -\tfrac{21}{32} = \tfrac34\cdot\left(-\tfrac78\right)$. The crossed mean $\left(\tfrac12 D_1 + D_0\right)/\tfrac32$ returns $-\tfrac{15}{32}$, whereas $(x_2 - x_0)/(h_0+h_1) = -\tfrac{22}{32}$ is not $v_1$. The equal-step forms and these numbers are substitutions made here and do not appear in the file.

## The Lean file

```lean
import Mathlib

open Finset

namespace VariableStepVerlet

noncomputable section

variable {V : Type*} [AddCommGroup V] [Module ℝ V]

/-- Position after one velocity Verlet step of length `h` from the state `s = (x, v)`:
`x + h v + (h²/2) a(x)`. -/
def newPos (a : V → V) (h : ℝ) (s : V × V) : V :=
  s.1 + h • s.2 + (h ^ 2 / 2) • a s.1

/-- One velocity Verlet step of length `h`: the position is advanced, and the velocity gains
`h` times the mean of the old and new accelerations. -/
def step (a : V → V) (h : ℝ) (s : V × V) : V × V :=
  (newPos a h s, s.2 + (h / 2) • (a s.1 + a (newPos a h s)))

/-- The velocity Verlet trajectory from `s₀` in which step number `n` has length `h n`. -/
def traj (a : V → V) (h : ℕ → ℝ) (s₀ : V × V) : ℕ → V × V
  | 0 => s₀
  | n + 1 => step a (h n) (traj a h s₀ n)

/-- Position `x(n)` along the variable-step trajectory. -/
def pos (a : V → V) (h : ℕ → ℝ) (s₀ : V × V) (n : ℕ) : V := (traj a h s₀ n).1

/-- Velocity `v(n)` along the variable-step trajectory. -/
def vel (a : V → V) (h : ℕ → ℝ) (s₀ : V × V) (n : ℕ) : V := (traj a h s₀ n).2

/-- The divided difference `(x(n+1) - x(n)) / h(n)` of a sequence of positions. -/
def slope (h : ℕ → ℝ) (x : ℕ → V) (n : ℕ) : V := (h n)⁻¹ • (x (n + 1) - x n)

/-- The time `h(0) + ... + h(n-1)` elapsed after `n` steps. -/
def time (h : ℕ → ℝ) (n : ℕ) : ℝ := ∑ k ∈ range n, h k

/-- The update equations for position and velocity along the trajectory. -/
theorem traj_succ (a : V → V) (h : ℕ → ℝ) (s₀ : V × V) (n : ℕ) :
    pos a h s₀ (n + 1)
        = pos a h s₀ n + h n • vel a h s₀ n + (h n ^ 2 / 2) • a (pos a h s₀ n) ∧
      vel a h s₀ (n + 1)
        = vel a h s₀ n + (h n / 2) • (a (pos a h s₀ n) + a (pos a h s₀ (n + 1))) :=
  ⟨rfl, rfl⟩

/-- For `h(n) ≠ 0` the divided difference over step `n` equals `v(n) + (h(n)/2) a(x(n))`. -/
theorem slope_forward (a : V → V) (h : ℕ → ℝ) (s₀ : V × V) (n : ℕ) (hn : h n ≠ 0) :
    slope h (pos a h s₀) n = vel a h s₀ n + (h n / 2) • a (pos a h s₀ n) := by
  -- the displacement is h(n) times the half-kicked velocity
  have hd : pos a h s₀ (n + 1) - pos a h s₀ n
      = h n • (vel a h s₀ n + (h n / 2) • a (pos a h s₀ n)) := by
    rw [(traj_succ a h s₀ n).1]
    module
  unfold slope
  rw [hd, smul_smul, inv_mul_cancel₀ hn, one_smul]

/-- For `h(n) ≠ 0` the divided difference over step `n` equals
`v(n+1) - (h(n)/2) a(x(n+1))`. -/
theorem slope_backward (a : V → V) (h : ℕ → ℝ) (s₀ : V × V) (n : ℕ) (hn : h n ≠ 0) :
    slope h (pos a h s₀) n
      = vel a h s₀ (n + 1) - (h n / 2) • a (pos a h s₀ (n + 1)) := by
  rw [slope_forward a h s₀ n hn, (traj_succ a h s₀ n).2]
  module

/-- Variable-step Verlet recurrence: for nonzero `h(n)` and `h(n+1)` the divided differences
on the two sides of `x(n+1)` differ by `((h(n+1) + h(n))/2) a(x(n+1))`. -/
theorem variable_step_recurrence (a : V → V) (h : ℕ → ℝ) (s₀ : V × V) (n : ℕ)
    (h0 : h n ≠ 0) (h1 : h (n + 1) ≠ 0) :
    slope h (pos a h s₀) (n + 1) - slope h (pos a h s₀) n
      = ((h (n + 1) + h n) / 2) • a (pos a h s₀ (n + 1)) := by
  -- both differences are written through v(n+1), which cancels
  rw [slope_forward a h s₀ (n + 1) h1, slope_backward a h s₀ n h0]
  module

/-- For `h(n) ≠ 0` the position `x(n+2)` equals `x(n+1) + (h(n+1)/h(n)) (x(n+1) - x(n))
+ (h(n+1) (h(n+1) + h(n))/2) a(x(n+1))`. -/
theorem position_update (a : V → V) (h : ℕ → ℝ) (s₀ : V × V) (n : ℕ) (h0 : h n ≠ 0) :
    pos a h s₀ (n + 2)
      = pos a h s₀ (n + 1) + (h (n + 1) / h n) • (pos a h s₀ (n + 1) - pos a h s₀ n)
        + (h (n + 1) * (h (n + 1) + h n) / 2) • a (pos a h s₀ (n + 1)) := by
  have hb := slope_backward a h s₀ n h0
  unfold slope at hb
  show pos a h s₀ (n + 1 + 1) = _
  rw [(traj_succ a h s₀ (n + 1)).1]
  linear_combination (norm := module) (-(h (n + 1))) • hb

/-- When `h(n)`, `h(n+1)` and their sum are nonzero, `v(n+1)` is the mean of the two adjacent
divided differences, each weighted by the length of the other step. -/
theorem velocity_from_positions (a : V → V) (h : ℕ → ℝ) (s₀ : V × V) (n : ℕ)
    (h0 : h n ≠ 0) (h1 : h (n + 1) ≠ 0) (hs : h n + h (n + 1) ≠ 0) :
    vel a h s₀ (n + 1) = (h n + h (n + 1))⁻¹ •
      (h n • slope h (pos a h s₀) (n + 1) + h (n + 1) • slope h (pos a h s₀) n) := by
  -- with crossed weights the acceleration terms cancel
  have hw : h n • slope h (pos a h s₀) (n + 1) + h (n + 1) • slope h (pos a h s₀) n
      = (h n + h (n + 1)) • vel a h s₀ (n + 1) := by
    rw [slope_forward a h s₀ (n + 1) h1, slope_backward a h s₀ n h0]
    module
  rw [hw, smul_smul, inv_mul_cancel₀ hs, one_smul]

/-- For nonzero steps the change of the divided difference from step `0` to step `N` is the
sum over `k < N` of `((h(k+1) + h(k))/2) a(x(k+1))`. -/
theorem slope_telescope (a : V → V) (h : ℕ → ℝ) (s₀ : V × V) (hh : ∀ n, h n ≠ 0) (N : ℕ) :
    slope h (pos a h s₀) N - slope h (pos a h s₀) 0
      = ∑ k ∈ range N, ((h (k + 1) + h k) / 2) • a (pos a h s₀ (k + 1)) := by
  induction N with
  | zero => simp
  | succ N ih =>
    have hr := variable_step_recurrence a h s₀ N (hh N) (hh (N + 1))
    rw [sum_range_succ, ← ih, ← hr]
    abel

/-- If `x` solves the recurrence with nonzero steps and `D` is its divided difference, then
velocity Verlet from `(x(0), D(0) - (h(0)/2) a(x(0)))` has positions `x(n)` and velocities
`D(n) - (h(n)/2) a(x(n))`. -/
theorem verlet_of_recurrence (a : V → V) (h : ℕ → ℝ) (x : ℕ → V) (hh : ∀ n, h n ≠ 0)
    (hrec : ∀ n, slope h x (n + 1) - slope h x n = ((h (n + 1) + h n) / 2) • a (x (n + 1)))
    (n : ℕ) :
    pos a h (x 0, slope h x 0 - (h 0 / 2) • a (x 0)) n = x n ∧
      vel a h (x 0, slope h x 0 - (h 0 / 2) • a (x 0)) n
        = slope h x n - (h n / 2) • a (x n) := by
  induction n with
  | zero => exact ⟨rfl, rfl⟩
  | succ n ih =>
    obtain ⟨ih1, ih2⟩ := ih
    have hs : h n • slope h x n = x (n + 1) - x n := by
      unfold slope
      rw [smul_smul, mul_inv_cancel₀ (hh n), one_smul]
    -- the position update reproduces x(n+1)
    have hp : pos a h (x 0, slope h x 0 - (h 0 / 2) • a (x 0)) (n + 1) = x (n + 1) := by
      rw [(traj_succ a h _ n).1, ih1, ih2]
      linear_combination (norm := module) hs
    -- the velocity update is the recurrence
    refine ⟨hp, ?_⟩
    rw [(traj_succ a h _ n).2, hp, ih1, ih2]
    linear_combination (norm := module) (hrec n).symm

/-- For nonzero steps a sequence solves the variable-step recurrence exactly when it is the
position sequence of velocity Verlet from some initial state. -/
theorem recurrence_iff_verlet (a : V → V) (h : ℕ → ℝ) (x : ℕ → V) (hh : ∀ n, h n ≠ 0) :
    (∀ n, slope h x (n + 1) - slope h x n = ((h (n + 1) + h n) / 2) • a (x (n + 1)))
      ↔ ∃ s₀ : V × V, x = pos a h s₀ := by
  constructor
  · intro hrec
    exact ⟨_, funext fun n => (verlet_of_recurrence a h x hh hrec n).1.symm⟩
  · rintro ⟨s₀, rfl⟩ n
    exact variable_step_recurrence a h s₀ n (hh n) (hh (n + 1))

/-- For constant acceleration `g` and arbitrary steps, `x(n) = x₀ + t v₀ + (t²/2) g` and
`v(n) = v₀ + t g`, where `t` is the time elapsed after `n` steps. -/
theorem uniform_acceleration_exact (g : V) (h : ℕ → ℝ) (s₀ : V × V) (n : ℕ) :
    pos (fun _ => g) h s₀ n = s₀.1 + time h n • s₀.2 + (time h n ^ 2 / 2) • g ∧
      vel (fun _ => g) h s₀ n = s₀.2 + time h n • g := by
  induction n with
  | zero => simp [pos, vel, traj, time]
  | succ n ih =>
    obtain ⟨ih1, ih2⟩ := ih
    have ht : time h (n + 1) = time h n + h n := sum_range_succ _ _
    have hx : pos (fun _ => g) h s₀ (n + 1) = pos (fun _ => g) h s₀ n
        + h n • vel (fun _ => g) h s₀ n + (h n ^ 2 / 2) • g := (traj_succ _ h s₀ n).1
    have hv : vel (fun _ => g) h s₀ (n + 1)
        = vel (fun _ => g) h s₀ n + (h n / 2) • (g + g) := (traj_succ _ h s₀ n).2
    constructor
    · rw [hx, ih1, ih2, ht]
      module
    · rw [hv, ih2, ht]
      module

end

end VariableStepVerlet
```

```lean
#print axioms VariableStepVerlet.velocity_from_positions
-- 'VariableStepVerlet.velocity_from_positions' depends on axioms: [propext, Classical.choice, Quot.sound]
#print axioms VariableStepVerlet.slope_telescope
-- 'VariableStepVerlet.slope_telescope' depends on axioms: [propext, Classical.choice, Quot.sound]
#print axioms VariableStepVerlet.recurrence_iff_verlet
-- 'VariableStepVerlet.recurrence_iff_verlet' depends on axioms: [propext, Classical.choice, Quot.sound]
#print axioms VariableStepVerlet.uniform_acceleration_exact
-- 'VariableStepVerlet.uniform_acceleration_exact' depends on axioms: [propext, Classical.choice, Quot.sound]
```

## Lean objects and proof steps

`V` is any real vector space, of any dimension and without a norm. The map `a : V → V` has no continuity or gradient property, `h : ℕ → ℝ` is the step sequence, and a state is a pair whose components `s.1`, `s.2` are position and velocity. `newPos` and `step` are the two updates, `traj` iterates them from `s₀` using `h n` at step `n`, `pos` and `vel` are $x_n$ and $v_n$, `slope` is $D_n$ for any position sequence, and `time` is $t_n$. The recurrence is centred on $x_{n+1}$, which covers every point that has a predecessor.

`traj_succ` states the updates, which hold by definition. `slope_forward` factors the displacement in `hd` and cancels $h_n$ with `inv_mul_cancel₀ hn`; `slope_backward` substitutes the velocity update. `variable_step_recurrence` rewrites both slopes through $v_{n+1}$, and `module`, which compares the scalar coefficients of each vector, performs the subtraction. In `position_update`, `linear_combination` with `(-(h (n + 1))) • hb` is the insertion of the backward form, entered with the factor $-h_{n+1}$. `velocity_from_positions` proves the cancellation in `hw` and divides using `hs`. `slope_telescope` is an induction adding one term. `verlet_of_recurrence` carries position and velocity together: `hs` is $h_n D_n = x_{n+1}-x_n$, `hp` the position step, and `hrec n` closes the velocity step. `recurrence_iff_verlet` joins the two directions: for nonzero steps, a sequence solves the recurrence exactly when it equals `pos a h s₀` for some `s₀`. `uniform_acceleration_exact` is the induction in $t_n$.

## Exact algebra, and the limits for a production code

The hypotheses `h0`, `h1` and `hh` say that a step has nonzero duration; its sign is free, so backward steps are included. They matter because a vanishing step leaves the position unchanged, so the displacement says nothing about the velocity: `slope` is then zero (it stays defined since Lean sets $0^{-1} = 0$), whereas the forward form would give $v_n$, which need not vanish. The hypothesis `hs` excludes a step followed by its exact reversal.

The sequence `h` is given as data. The steps actually taken by an adaptive controller form such a sequence, but the theorems say nothing about the controller or about how trajectories from different initial states compare. All statements are identities over the real numbers, so a floating-point code meets them only up to rounding, and no bound on that error is stated. Apart from constant acceleration, the discrete trajectory is never compared with the solution of Newton's equations: order of accuracy, stability, energy drift, symplecticity and reversibility are not treated. Velocity-dependent forces, thermostats, stochastic velocity kicks, constraint projections and the wrapping of coordinates into a periodic cell alter the update and are not described by `step`. An acceleration that depends explicitly on time can be included by adding time as one more coordinate of `V` with unit initial velocity and zero acceleration, since that coordinate then advances by exactly $h_n$ in step $n$.
